# The real part of the weak value as the small-coupling limit of a Gaussian pointer's shift per unit coupling

Let G(x) = exp(−x²/(4s²)) with s > 0, and let c and d be complex numbers with c + d ≠ 0. If a pointer is left in the state c G(x − g) + d G(x + g), its mean position ⟨x⟩_g in the normalised density satisfies

⟨x⟩_g / g → Re[(c − d)/(c + d)] as g → 0, g ≠ 0.

More generally, for a pointer state Σ_i c_i G(x − g a_i) with finitely many real eigenvalues a_i and complex amplitudes c_i whose sum is nonzero, the limit is Re(Σ_i a_i c_i / Σ_i c_i).

## A pointer displaced by each eigenvalue

Let A be an observable with eigenvalues a_i, and let ψ_i and φ_i be the components of the states ψ and φ in an orthonormal eigenbasis of A. A system is prepared in ψ and coupled to a pointer, so that the component with eigenvalue a_i displaces the pointer by g a_i. The system is then postselected in φ. The pointer is left, up to normalisation, in

Ψ_g(x) = Σ_i c_i G(x − g a_i), with c_i = φ_i* ψ_i.

The sum of the amplitudes is Σ_i c_i = ⟨φ|ψ⟩, so the condition that it be nonzero says that postselection can succeed in the limit of zero coupling. The quotient Σ_i a_i c_i / Σ_i c_i is then the weak value

A_w = ⟨φ|A|ψ⟩ / ⟨φ|ψ⟩.

The width s is the standard deviation of the undisturbed density G². Neither G nor Ψ_g is normalised; the mean position divides by the total weight.

To first order in the coupling, the result gives the mean pointer reading over the successfully postselected runs of a weak quantum measurement, for an observable with finitely many eigenvalues and a Gaussian pointer. Neither the system nor the pointer has dynamics of its own in this model.

## The statement in Lean

`pointer s x` is G(x), and `pointerState s a c g` is Ψ_g for real eigenvalues `a i` and complex amplitudes `c i` over a finite index type. Eigenvalues may repeat. `meanPosition` is the first moment of |Ψ|² divided by its integral. `weakValue φ A ψ` is the quotient of matrix elements, with the conjugate on φ.

The general theorem is `pointer_shift`. Its filter `𝓝[≠] 0` expresses g → 0 through nonzero values of either sign. `pointer_shift_weakValue` puts in c_i = φ_i* ψ_i and a diagonal matrix A, `two_outcome_shift` is the formula at the top, and `any_shift_attained` gives amplitudes for which the limit is any prescribed real w.

The displaced Gaussians are the starting point: they are not derived from an interaction Hamiltonian. The observable is diagonal in the chosen basis, and the theorems give a limit without an error bound.

## From overlaps to the limit

For two displacements u and v with midpoint m = (u + v)/2,

(x − u)² + (x − v)² = 2(x − m)² + (u − v)²/2.

Dividing by 4s² and exponentiating gives

G(x − u) G(x − v) = exp(−(u − v)²/(8s²)) exp(−(x − m)²/(2s²)).

The Gaussian integral then yields the overlap

∫ G(x − u) G(x − v) dx = √(2π) s exp(−(u − v)²/(8s²)).

For the first moment, write x = (x − m) + m. The part with x − m is odd about m and integrates to zero, so the first moment is m times the overlap.

Next expand the density. Since it is real, only real parts of the coefficients survive:

|Ψ_g(x)|² = Σ_i Σ_j Re(c_i c_j*) G(x − g a_i) G(x − g a_j).

Set E_ij(g) = exp(−g²(a_i − a_j)²/(8s²)). Integrating term by term gives, at every g,

∫ |Ψ_g|² dx = √(2π) s Σ_i Σ_j Re(c_i c_j*) E_ij(g),

∫ x |Ψ_g|² dx = √(2π) s g Σ_i Σ_j Re(c_i c_j*) E_ij(g) (a_i + a_j)/2.

In ⟨x⟩_g / g the factor √(2π) s and, for g ≠ 0, the coupling cancel. As g → 0 every E_ij tends to 1. With C = Σ_i c_i and B = Σ_i a_i c_i, the denominator tends to

Σ_i Σ_j Re(c_i c_j*) = Re(C C*) = |C|²,

and the numerator to

½[Re(B C*) + Re(C B*)] = Re(B C*),

because the two terms are real parts of conjugate numbers. Since |C|² ≠ 0, the limit is Re(B C*)/|C|² = Re(B/C).

For eigenvalues 1 and −1 with amplitudes c and d, B = c − d and C = c + d. The choice c = (1 + w)/2, d = (1 − w)/2 has C = 1 and B = w. Normalised states with the same ratio of amplitudes are φ = (1, 1)/√2 and ψ = (1 + w, 1 − w)/√(2(1 + w²)). Their overlap squared is 1/(1 + w²), so a large weak value goes with rare postselection.

## Checking a simulation at finite coupling

In a program, the double sums replace quadrature on a grid, or test it. For two outcomes they reduce to

⟨x⟩_g / g = (|c|² − |d|²) / (|c|² + |d|² + 2 Re(c d*) exp(−g²/(2s²))).

With the amplitudes for w = 100 and g = 0.01 s, this gives about 80 instead of 100. A small g/s is therefore not enough when the weak value is large: here g|w| must also be small compared with s.

## The complete file

```lean
import Mathlib

open MeasureTheory Filter Topology ComplexConjugate Matrix

noncomputable section

namespace WeakMeasurement

variable {ι : Type*} [Fintype ι] {s : ℝ}

/-- The Gaussian pointer amplitude `exp(-x²/(4s²))`, for a width `s ≠ 0`. -/
def pointer (s x : ℝ) : ℝ := Real.exp (-x ^ 2 / (4 * s ^ 2))

/-- The unnormalized pointer state after postselection: a superposition of Gaussians displaced
by `g` times the eigenvalues `a i`, with amplitudes `c i`. -/
def pointerState (s : ℝ) (a : ι → ℝ) (c : ι → ℂ) (g x : ℝ) : ℂ :=
  ∑ i, c i * (pointer s (x - g * a i) : ℂ)

/-- The mean position in the normalized density `|ψ|²`, for a nonzero square-integrable `ψ`
whose density has a finite first moment. -/
def meanPosition (ψ : ℝ → ℂ) : ℝ := (∫ x, x * ‖ψ x‖ ^ 2) / (∫ x, ‖ψ x‖ ^ 2)

/-- The weak value `⟨φ|A|ψ⟩ / ⟨φ|ψ⟩` of `A` between non-orthogonal states `ψ` and `φ`. -/
def weakValue (φ : ι → ℂ) (A : Matrix ι ι ℂ) (ψ : ι → ℂ) : ℂ :=
  (star φ ⬝ᵥ (A *ᵥ ψ)) / (star φ ⬝ᵥ ψ)

/-- The product of two displaced pointer Gaussians is a Gaussian about the midpoint, damped
by a factor that depends on their separation. -/
theorem pointer_mul (s u v x : ℝ) :
    pointer s (x - u) * pointer s (x - v) = Real.exp (-(u - v) ^ 2 / (8 * s ^ 2)) *
      Real.exp (-(1 / (2 * s ^ 2)) * (x - (u + v) / 2) ^ 2) := by
  unfold pointer
  rw [← Real.exp_add, ← Real.exp_add]
  congr 1
  ring

/-- For `s > 0` the product of two displaced pointer Gaussians is integrable, and their overlap
decays as a Gaussian in the separation. -/
theorem pointer_overlap (hs : 0 < s) (u v : ℝ) :
    Integrable (fun x => pointer s (x - u) * pointer s (x - v)) ∧
    ∫ x, pointer s (x - u) * pointer s (x - v) =
      √(2 * Real.pi) * s * Real.exp (-(u - v) ^ 2 / (8 * s ^ 2)) := by
  have hb : 0 < 1 / (2 * s ^ 2) := by positivity
  have hK : √(Real.pi / (1 / (2 * s ^ 2))) = √(2 * Real.pi) * s := by
    have h : Real.pi / (1 / (2 * s ^ 2)) = 2 * Real.pi * s ^ 2 := by
      rw [div_div_eq_mul_div, div_one]; ring
    rw [h, Real.sqrt_mul (by positivity), Real.sqrt_sq hs.le]
  have hI : ∫ x : ℝ, Real.exp (-(1 / (2 * s ^ 2)) * (x - (u + v) / 2) ^ 2) =
      √(Real.pi / (1 / (2 * s ^ 2))) :=
    (integral_sub_right_eq_self (fun x : ℝ => Real.exp (-(1 / (2 * s ^ 2)) * x ^ 2))
      ((u + v) / 2)).trans (integral_gaussian _)
  simp_rw [pointer_mul]
  refine ⟨((integrable_exp_neg_mul_sq hb).comp_sub_right ((u + v) / 2)).const_mul _, ?_⟩
  rw [integral_const_mul, hI, hK]
  ring

/-- For `s > 0` the first moment of the product of two displaced pointer Gaussians exists and
is their overlap times the midpoint. -/
theorem pointer_overlap_moment (hs : 0 < s) (u v : ℝ) :
    Integrable (fun x => x * (pointer s (x - u) * pointer s (x - v))) ∧
    ∫ x, x * (pointer s (x - u) * pointer s (x - v)) =
      √(2 * Real.pi) * s * Real.exp (-(u - v) ^ 2 / (8 * s ^ 2)) * ((u + v) / 2) := by
  have hb : 0 < 1 / (2 * s ^ 2) := by positivity
  have h0 := pointer_overlap hs u v
  let f : ℝ → ℝ := fun y => y * Real.exp (-(1 / (2 * s ^ 2)) * y ^ 2)
  have h1 : Integrable (fun x => f (x - (u + v) / 2)) :=
    (integrable_mul_exp_neg_mul_sq hb).comp_sub_right ((u + v) / 2)
  -- the centred first moment vanishes because the integrand is odd
  have hodd : ∫ y, f (-y) = -∫ y, f y := by
    rw [← integral_neg]
    congr 1
    ext y
    simp only [f, neg_sq]
    ring
  have hz : ∫ x, f (x - (u + v) / 2) = 0 := by
    rw [integral_sub_right_eq_self f ((u + v) / 2)]
    have h := integral_neg_eq_self f volume
    linarith
  have hx : (fun x => x * (pointer s (x - u) * pointer s (x - v))) = fun x =>
      Real.exp (-(u - v) ^ 2 / (8 * s ^ 2)) * f (x - (u + v) / 2) +
        (u + v) / 2 * (pointer s (x - u) * pointer s (x - v)) := by
    ext x
    simp only [f, pointer_mul]
    ring
  rw [hx]
  refine ⟨(h1.const_mul _).add (h0.1.const_mul _), ?_⟩
  rw [integral_add (h1.const_mul _) (h0.1.const_mul _), integral_const_mul,
    integral_const_mul, h0.2, hz]
  ring

/-- The pointer density is a double sum over pairs of indices: the terms with `i = j` are the
separate densities, and those with `i ≠ j` are the cross terms. -/
theorem density_expand (s : ℝ) (a : ι → ℝ) (c : ι → ℂ) (g x : ℝ) :
    ‖pointerState s a c g x‖ ^ 2 = ∑ i, ∑ j, (c i * conj (c j)).re *
      (pointer s (x - g * a i) * pointer s (x - g * a j)) := by
  have h (z : ℂ) : ‖z‖ ^ 2 = (z * conj z).re := by
    rw [Complex.mul_conj, Complex.ofReal_re, Complex.sq_norm]
  rw [h]
  unfold pointerState
  rw [map_sum, Finset.sum_mul_sum, Complex.re_sum]
  refine Finset.sum_congr rfl fun i _ => ?_
  rw [Complex.re_sum]
  refine Finset.sum_congr rfl fun j _ => ?_
  simp only [map_mul, Complex.conj_ofReal, Complex.mul_re, Complex.mul_im, Complex.ofReal_re,
    Complex.ofReal_im, Complex.conj_re, Complex.conj_im]
  ring

/-- The total weight and the first moment of the pointer density, exact at every coupling `g`,
for `s > 0`. -/
theorem norm_and_moment (hs : 0 < s) (a : ι → ℝ) (c : ι → ℂ) (g : ℝ) :
    (∫ x, ‖pointerState s a c g x‖ ^ 2 = √(2 * Real.pi) * s * ∑ i, ∑ j,
      (c i * conj (c j)).re * Real.exp (-(g * a i - g * a j) ^ 2 / (8 * s ^ 2))) ∧
    (∫ x, x * ‖pointerState s a c g x‖ ^ 2 = √(2 * Real.pi) * s * (g * ∑ i, ∑ j,
      (c i * conj (c j)).re * Real.exp (-(g * a i - g * a j) ^ 2 / (8 * s ^ 2)) *
        ((a i + a j) / 2))) := by
  -- integrate the double sum term by term
  have hsum (F : ι → ι → ℝ → ℝ) (hF : ∀ i j, Integrable (F i j)) :
      ∫ x, ∑ i, ∑ j, (c i * conj (c j)).re * F i j x =
        ∑ i, ∑ j, (c i * conj (c j)).re * ∫ x, F i j x := by
    rw [MeasureTheory.integral_finsetSum _ fun i _ =>
      MeasureTheory.integrable_finsetSum _ fun j _ => (hF i j).const_mul _]
    refine Finset.sum_congr rfl fun i _ => ?_
    rw [MeasureTheory.integral_finsetSum _ fun j _ => (hF i j).const_mul _]
    exact Finset.sum_congr rfl fun j _ => integral_const_mul _ _
  constructor
  · simp_rw [density_expand]
    refine (hsum (fun i j x => pointer s (x - g * a i) * pointer s (x - g * a j))
      fun i j => (pointer_overlap hs _ _).1).trans ?_
    simp only [Finset.mul_sum]
    refine Finset.sum_congr rfl fun i _ => Finset.sum_congr rfl fun j _ => ?_
    rw [(pointer_overlap hs (g * a i) (g * a j)).2]
    ring
  · simp_rw [density_expand, Finset.mul_sum, mul_left_comm _ (Complex.re _) _]
    refine (hsum (fun i j x => x * (pointer s (x - g * a i) * pointer s (x - g * a j)))
      fun i j => (pointer_overlap_moment hs _ _).1).trans ?_
    refine Finset.sum_congr rfl fun i _ => Finset.sum_congr rfl fun j _ => ?_
    rw [(pointer_overlap_moment hs (g * a i) (g * a j)).2]
    ring

/-- For `s > 0` and amplitudes with nonzero sum, the mean pointer position divided by `g` tends,
as `g → 0` with `g ≠ 0`, to the real part of the amplitude-weighted mean of the eigenvalues. -/
theorem pointer_shift (hs : 0 < s) (a : ι → ℝ) (c : ι → ℂ) (hc : ∑ i, c i ≠ 0) :
    Tendsto (fun g => meanPosition (pointerState s a c g) / g) (𝓝[≠] 0)
      (𝓝 ((∑ i, (a i : ℂ) * c i) / ∑ i, c i).re) := by
  have hS (y z : ι → ℂ) :
      ∑ i, ∑ j, (y i * conj (z j)).re = ((∑ i, y i) * conj (∑ j, z j)).re := by
    simp only [map_sum, Finset.sum_mul_sum, Complex.re_sum]
  have hD0 : ∑ i, ∑ j, (c i * conj (c j)).re = Complex.normSq (∑ i, c i) := by
    rw [hS, Complex.mul_conj, Complex.ofReal_re]
  have hN0 : ∑ i, ∑ j, (c i * conj (c j)).re * ((a i + a j) / 2) =
      ((∑ i, (a i : ℂ) * c i) * conj (∑ i, c i)).re := by
    have h1 := hS (fun i => (a i : ℂ) * c i) c
    have h2 := hS c (fun i => (a i : ℂ) * c i)
    have h3 : ((∑ i, c i) * conj (∑ i, (a i : ℂ) * c i)).re =
        ((∑ i, (a i : ℂ) * c i) * conj (∑ i, c i)).re := by
      simp only [Complex.mul_re, Complex.conj_re, Complex.conj_im]
      ring
    have h4 : ∑ i, ∑ j, (c i * conj (c j)).re * ((a i + a j) / 2) =
        (∑ i, ∑ j, ((a i : ℂ) * c i * conj (c j)).re +
          ∑ i, ∑ j, (c i * conj ((a j : ℂ) * c j)).re) / 2 := by
      simp only [← Finset.sum_add_distrib, Finset.sum_div]
      refine Finset.sum_congr rfl fun i _ => Finset.sum_congr rfl fun j _ => ?_
      simp only [map_mul, Complex.conj_ofReal, Complex.mul_re, Complex.mul_im,
        Complex.ofReal_re, Complex.ofReal_im, Complex.conj_re, Complex.conj_im]
      ring
    rw [h4, h1, h2, h3]
    ring
  -- both sums are continuous in the coupling
  have hD : Tendsto (fun g : ℝ => ∑ i, ∑ j, (c i * conj (c j)).re *
      Real.exp (-(g * a i - g * a j) ^ 2 / (8 * s ^ 2))) (𝓝[≠] 0)
      (𝓝 (Complex.normSq (∑ i, c i))) := by
    rw [← hD0]
    refine (Continuous.tendsto' (by fun_prop) 0 _ ?_).mono_left nhdsWithin_le_nhds
    simp
  have hN : Tendsto (fun g : ℝ => ∑ i, ∑ j, (c i * conj (c j)).re *
      Real.exp (-(g * a i - g * a j) ^ 2 / (8 * s ^ 2)) * ((a i + a j) / 2)) (𝓝[≠] 0)
      (𝓝 ((∑ i, (a i : ℂ) * c i) * conj (∑ i, c i)).re) := by
    rw [← hN0]
    refine (Continuous.tendsto' (by fun_prop) 0 _ ?_).mono_left nhdsWithin_le_nhds
    simp
  have hlim : ((∑ i, (a i : ℂ) * c i) / ∑ i, c i).re =
      ((∑ i, (a i : ℂ) * c i) * conj (∑ i, c i)).re / Complex.normSq (∑ i, c i) := by
    rw [Complex.div_re, Complex.mul_re, Complex.conj_re, Complex.conj_im]
    ring
  rw [hlim]
  refine (hN.div hD (Complex.normSq_pos.mpr hc).ne').congr' ?_
  filter_upwards [self_mem_nhdsWithin] with g hg
  have hg' : g ≠ 0 := hg
  have hK : √(2 * Real.pi) * s ≠ 0 := by positivity
  -- the common factor and the coupling cancel
  simp only [Pi.div_apply, meanPosition]
  rw [(norm_and_moment hs a c g).1, (norm_and_moment hs a c g).2,
    mul_div_mul_left _ _ hK, div_right_comm, mul_div_cancel_left₀ _ hg']

/-- For `s > 0`, a system prepared in `ψ` and postselected in a non-orthogonal `φ` shifts the
pointer, per unit coupling and as `g → 0`, by the real part of the weak value of the observable
with eigenvalues `a i` in the chosen basis. -/
theorem pointer_shift_weakValue [DecidableEq ι] (hs : 0 < s) (a : ι → ℝ) (φ ψ : ι → ℂ)
    (h : star φ ⬝ᵥ ψ ≠ 0) :
    Tendsto (fun g => meanPosition (pointerState s a (fun i => conj (φ i) * ψ i) g) / g)
      (𝓝[≠] 0) (𝓝 (weakValue φ (diagonal fun i => (a i : ℂ)) ψ).re) := by
  have hw : weakValue φ (diagonal fun i => (a i : ℂ)) ψ =
      (∑ i, (a i : ℂ) * (conj (φ i) * ψ i)) / ∑ i, conj (φ i) * ψ i := by
    simp only [weakValue, dotProduct, mulVec_diagonal, Pi.star_apply, starRingEnd_apply,
      mul_left_comm]
  rw [hw]
  exact pointer_shift hs a _ h

/-- For eigenvalues `±1` with amplitudes `c`, `d`, where `c + d ≠ 0` and `s > 0`, the mean pointer
position divided by `g` tends to the real part of `(c - d)/(c + d)` as `g → 0`, `g ≠ 0`. -/
theorem two_outcome_shift (hs : 0 < s) (c d : ℂ) (h : c + d ≠ 0) :
    Tendsto (fun g : ℝ => meanPosition
      (fun x => c * (pointer s (x - g) : ℂ) + d * (pointer s (x + g) : ℂ)) / g)
      (𝓝[≠] 0) (𝓝 ((c - d) / (c + d)).re) := by
  have hl := pointer_shift hs ![1, -1] ![c, d] (by simpa [Fin.sum_univ_two] using h)
  have e (g : ℝ) : pointerState s ![1, -1] ![c, d] g =
      fun x => c * (pointer s (x - g) : ℂ) + d * (pointer s (x + g) : ℂ) := by
    ext x
    simp [pointerState, Fin.sum_univ_two]
  have e2 : (∑ i, ((![1, -1] : Fin 2 → ℝ) i : ℂ) * ![c, d] i) / ∑ i, ![c, d] i =
      (c - d) / (c + d) := by
    simp [Fin.sum_univ_two, sub_eq_add_neg]
  rw [e2] at hl
  simpa only [e] using hl

/-- For eigenvalues `±1` and `s > 0`, the amplitudes `(1 + w)/2` and `(1 - w)/2` give the limiting
pointer shift `w` per unit coupling, for any real `w`. -/
theorem any_shift_attained (hs : 0 < s) (w : ℝ) :
    Tendsto (fun g : ℝ => meanPosition (fun x => (1 + (w : ℂ)) / 2 * (pointer s (x - g) : ℂ) +
      (1 - (w : ℂ)) / 2 * (pointer s (x + g) : ℂ)) / g) (𝓝[≠] 0) (𝓝 w) := by
  have e : (1 + (w : ℂ)) / 2 + (1 - (w : ℂ)) / 2 = 1 := by ring
  have hl := two_outcome_shift hs ((1 + (w : ℂ)) / 2) ((1 - (w : ℂ)) / 2)
    (by rw [e]; exact one_ne_zero)
  have e2 : ((1 + (w : ℂ)) / 2 - (1 - (w : ℂ)) / 2) /
      ((1 + (w : ℂ)) / 2 + (1 - (w : ℂ)) / 2) = (w : ℂ) := by
    rw [e]; ring
  rwa [e2, Complex.ofReal_re] at hl

end WeakMeasurement
```

```lean
#print axioms WeakMeasurement.pointer_shift_weakValue
#print axioms WeakMeasurement.any_shift_attained
```

```
'WeakMeasurement.pointer_shift_weakValue' depends on axioms: [propext, Classical.choice, Quot.sound]
'WeakMeasurement.any_shift_attained' depends on axioms: [propext, Classical.choice, Quot.sound]
```

## How the Lean proof is organised

`pointer_mul` combines the exponentials and leaves the midpoint identity to `ring`. `pointer_overlap` moves the centre to zero by translation invariance and applies `integral_gaussian`. `pointer_overlap_moment` splits x about the midpoint; there `hodd` states the oddness, and `hz` concludes that the centred moment vanishes, since it equals its own negative. Both overlap lemmas also prove integrability, which is needed to exchange integrals and finite sums.

`density_expand` writes the squared modulus as the real part of z z* and multiplies out the two sums. `norm_and_moment` integrates the result: its auxiliary statement `hsum` carries out the exchange once, for both the weight and the first moment.

In `pointer_shift`, `hS` factors a double sum into a product of single sums. From it, `hD0` obtains |C|² and `hN0` obtains Re(B C*), using the symmetry between the two halves of the midpoint. The limits `hD` and `hN` come from continuity in g, which `fun_prop` supplies. The quotient of limits is allowed because `hc` makes |C|² positive. The final lines restrict to g ≠ 0, insert the formulas of `norm_and_moment` and cancel the common factors.

The remaining theorems are specialisations. `pointer_shift_weakValue` unfolds the matrix elements into the two sums, `two_outcome_shift` uses a two-element index type with eigenvalues `![1, -1]`, and `any_shift_attained` substitutes the amplitudes containing w.

## Starting from the coupled evolution

Another model would take a Hermitian matrix A and the joint evolution exp(−i g A ⊗ P/ħ), with P the pointer momentum, and then project the system on φ. The displaced Gaussians would become a consequence of the spectral decomposition of A, and no basis would have to be singled out. The amplitudes would be c_i = ⟨φ|e_i⟩⟨e_i|ψ⟩ for an orthonormal eigenbasis e_i, and from there the calculation would be the same. The extra work would lie in treating P as an unbounded operator and showing that it generates translations.
